# Two added one-projector separable terms are exact on their reference states only if the potential does not couple those states

Take a two-dimensional orbital space, the potential $V=1$, and two normalised states $f=(1,0)$ and $g=(1,1)/\sqrt2$. The separable term built from a state $f$ is

$$K_f\,x=\frac{\langle Vf,x\rangle}{\langle f,Vf\rangle}\,Vf ,$$

and it satisfies $K_f f=Vf$. Now add the term built from $g$. Since $K_g f=\langle g,f\rangle\,g=(\tfrac12,\tfrac12)$, the sum gives $(K_f+K_g)f=(\tfrac32,\tfrac12)$ instead of $Vf=(1,0)$. The second term was meant to take care of $g$, but it also acts on $f$, because $\langle g,Vf\rangle\neq0$.

The same error can arise for pseudopotentials in the Kleinman–Bylander form if one angular-momentum channel is to reproduce two reference states, say a semicore and a valence state, and their one-projector terms are simply added. Multi-projector forms that combine the projectors through the inverse of the matrix $\langle f_i,Vf_j\rangle$, where it exists, avoid this error; the plain sum is studied here. In the Kleinman–Bylander form, $V$ is the channel's potential minus the local potential, which stays in the radial equation. If $f$ solves its radial equation with $V$, it solves the same equation at the same energy with a separable operator $K$ in place of $V$ exactly when $Kf=Vf$. Below, "exact on $f$" means this equality, and the "coupling" of $f$ and $g$ is the matrix element $\langle g,Vf\rangle$, not their overlap.

## One separable term

```lean
import Mathlib

open scoped InnerProductSpace

namespace AddedSeparableTerms

variable {E : Type*} [NormedAddCommGroup E] [InnerProductSpace ℝ E]
```

`E` is a real inner-product space of any dimension. It stands for the radial functions of one channel, or for a finite orbital basis. The inner product $\langle x,y\rangle$ is written `⟪x, y⟫_ℝ`.

```lean
/-- The one-projector separable term `K_f x = V f ⟨V f, x⟩ / ⟨f, V f⟩` built from the reference
state `f`. The formula is meaningful for `⟨f, V f⟩ ≠ 0`; otherwise Lean's division by zero makes the
map zero. -/
noncomputable def sepTerm (V : E →ₗ[ℝ] E) (f : E) : E →ₗ[ℝ] E where
  toFun x := (⟪V f, x⟫_ℝ / ⟪f, V f⟫_ℝ) • V f
  map_add' x y := by simp only [inner_add_right, add_div, add_smul]
  map_smul' r x := by
    simp only [inner_smul_right, mul_div_assoc, mul_smul, RingHom.id_apply]
```

`E →ₗ[ℝ] E` is the type of real-linear maps from `E` to itself, so `V` is an operator defined on the whole space. `sepTerm V f` is $K_f$, or $|Vf\rangle\langle Vf|/\langle f|V|f\rangle$ in Dirac notation. The field `toFun` gives the formula, `•` is multiplication of a vector by a number, and the other two fields prove linearity. Rescaling $f$ by a nonzero number leaves $K_f$ unchanged, so reference states need not be normalised.

```lean
/-- For symmetric `V`, the separable term of `f` acts on `x` through the coupling
`⟨f, V x⟩`. -/
theorem sepTerm_apply {V : E →ₗ[ℝ] E} (hV : V.IsSymmetric) (f x : E) :
    sepTerm V f x = (⟪f, V x⟫_ℝ / ⟪f, V f⟫_ℝ) • V f := by
  change (⟪V f, x⟫_ℝ / ⟪f, V f⟫_ℝ) • V f = _
  rw [hV f x]
```

A theorem lists its hypotheses before the colon and its claim after it. Here `hV` says that $V$ is symmetric, $\langle Vx,y\rangle=\langle x,Vy\rangle$. Moving $V$ across the inner product gives

$$K_f\,x=\frac{\langle f,Vx\rangle}{\langle f,Vf\rangle}\,Vf .$$

For a given $f$, the coefficient of $Vf$ in $K_f\,x$ is thus proportional to the coupling of $f$ to $x$.

## The error made by two terms

```lean
/-- For symmetric `V` and nonzero `⟨f, V f⟩`, `⟨g, V g⟩`, the error of `K_f + K_g` on `f`,
multiplied by `⟨g, V g⟩`, is `⟨g, V f⟩ V g`. -/
theorem add_error {V : E →ₗ[ℝ] E} (hV : V.IsSymmetric) {f g : E}
    (hf : ⟪f, V f⟫_ℝ ≠ 0) (hg : ⟪g, V g⟫_ℝ ≠ 0) :
    ⟪g, V g⟫_ℝ • ((sepTerm V f + sepTerm V g) f - V f) = ⟪g, V f⟫_ℝ • V g := by
  rw [LinearMap.add_apply, sepTerm_apply hV f f, sepTerm_apply hV g f, div_self hf,
    one_smul, add_sub_cancel_left, smul_smul]
  congr 1
  field_simp
```

The hypotheses `hf` and `hg` state that both denominators are nonzero. By hand,

$$(K_f+K_g)f-Vf=\frac{\langle f,Vf\rangle}{\langle f,Vf\rangle}Vf+\frac{\langle g,Vf\rangle}{\langle g,Vg\rangle}Vg-Vf=\frac{\langle g,Vf\rangle}{\langle g,Vg\rangle}\,Vg .$$

The theorem states this multiplied by $\langle g,Vg\rangle$. The `rw` line makes the same substitutions and cancels $Vf$, and `field_simp` clears the remaining fraction.

```lean
/-- For symmetric `V` and nonzero `⟨f, V f⟩`, `⟨g, V g⟩`, the sum `K_f + K_g` acts on `f`
as `V` does if and only if the coupling `⟨g, V f⟩` vanishes. -/
theorem add_exact_iff {V : E →ₗ[ℝ] E} (hV : V.IsSymmetric) {f g : E}
    (hf : ⟪f, V f⟫_ℝ ≠ 0) (hg : ⟪g, V g⟫_ℝ ≠ 0) :
    (sepTerm V f + sepTerm V g) f = V f ↔ ⟪g, V f⟫_ℝ = 0 := by
  have h := add_error hV hf hg
  constructor
  · intro e
    rw [e, sub_self, smul_zero] at h
    rcases smul_eq_zero.mp h.symm with h | h
    · exact h
    · -- `V g = 0` would make the denominator of `K_g` vanish
      exact absurd (by rw [h, inner_zero_right]) hg
  · intro c
    rw [c, zero_smul] at h
    exact sub_eq_zero.mp ((smul_eq_zero.mp h).resolve_left hg)
```

This is the criterion for two terms: $(K_f+K_g)f=Vf$ if and only if $\langle g,Vf\rangle=0$.

If the sum is exact on $f$, the error formula becomes $0=\langle g,Vf\rangle\,Vg$, so one of the two factors vanishes. It cannot be $Vg$, since then $\langle g,Vg\rangle$ would be zero. Conversely, if the coupling vanishes, then $\langle g,Vg\rangle$ times the error is zero, and so is the error. The two bullets after `constructor` are these two directions.

In the limiting case $g=f$ the coupling equals the nonzero denominator $\langle f,Vf\rangle$, and the sum gives $2Vf$: the potential is counted twice.

```lean
/-- For symmetric `V` and nonzero `⟨f, V f⟩`, `⟨g, V g⟩`, the sum `K_f + K_g` is exact on
`f` if and only if it is exact on `g`. -/
theorem exact_left_iff_right {V : E →ₗ[ℝ] E} (hV : V.IsSymmetric) {f g : E}
    (hf : ⟪f, V f⟫_ℝ ≠ 0) (hg : ⟪g, V g⟫_ℝ ≠ 0) :
    (sepTerm V f + sepTerm V g) f = V f ↔ (sepTerm V f + sepTerm V g) g = V g := by
  rw [add_exact_iff hV hf hg, add_comm (sepTerm V f), add_exact_iff hV hg hf,
    ← hV g f, real_inner_comm]
```

Exchanging the roles of $f$ and $g$, the sum is exact on $g$ if and only if $\langle f,Vg\rangle=0$. By symmetry of $V$ and of the real inner product, $\langle f,Vg\rangle=\langle g,Vf\rangle$. The two states are therefore both reproduced or both spoiled.

## Any finite number of projectors

```lean
variable {ι : Type*} [Fintype ι]

/-- If `⟨f_j, V f_j⟩` is nonzero and every other reference state is uncoupled from `f_j`,
then the sum of the separable terms of a symmetric `V` is exact on `f_j`. -/
theorem sum_exact_of_uncoupled {V : E →ₗ[ℝ] E} (hV : V.IsSymmetric) (f : ι → E) (j : ι)
    (hj : ⟪f j, V (f j)⟫_ℝ ≠ 0) (h : ∀ i, i ≠ j → ⟪f i, V (f j)⟫_ℝ = 0) :
    (∑ i, sepTerm V (f i)) (f j) = V (f j) := by
  rw [LinearMap.sum_apply, Finset.sum_eq_single j]
  · rw [sepTerm_apply hV, div_self hj, one_smul]
  · intro i _ hij
    rw [sepTerm_apply hV, h i hij, zero_div, zero_smul]
  · intro hn
    exact absurd (Finset.mem_univ j) hn
```

The finite index type `ι` labels reference states $f_i$, and `f : ι → E` is the whole family. Write $d_i=\langle f_i,Vf_i\rangle$. If no other state couples to $f_j$, then

$$\sum_i K_{f_i}f_j=\sum_i\frac{\langle f_i,Vf_j\rangle}{d_i}Vf_i=\frac{d_j}{d_j}Vf_j=Vf_j .$$

`Finset.sum_eq_single j` reduces the sum to its one surviving term. Only $d_j\neq0$ is assumed, because Lean sets a quotient with zero denominator to zero; physically, every $d_i$ should be nonzero.

```lean
/-- A real idempotent matrix with trace zero is the zero matrix. -/
theorem idempotent_eq_zero [DecidableEq ι] (Q : Matrix ι ι ℝ) (h : Q * Q = Q)
    (ht : Q.trace = 0) : Q = 0 := by
  obtain ⟨T, hT⟩ : ∃ T, T = Matrix.toLin (Pi.basisFun ℝ ι) (Pi.basisFun ℝ ι) Q := ⟨_, rfl⟩
  have hTT : T ∘ₗ T = T := by
    rw [hT, ← Matrix.toLin_mul, h]
  have hp : LinearMap.IsProj (LinearMap.range T) T :=
    ⟨fun x => LinearMap.mem_range_self T x, by
      rintro _ ⟨y, rfl⟩
      exact LinearMap.congr_fun hTT y⟩
  -- the trace of a projection is the dimension of its range
  have htr := hp.trace
  have h1 : LinearMap.trace ℝ (ι → ℝ) T = 0 := by
    rw [LinearMap.trace_eq_matrix_trace ℝ (Pi.basisFun ℝ ι), hT,
      LinearMap.toMatrix_toLin, ht]
  rw [h1] at htr
  have h0 : Module.finrank ℝ (LinearMap.range T) = 0 := by exact_mod_cast htr.symm
  have hz : T = 0 := LinearMap.range_eq_bot.mp (Submodule.finrank_eq_zero.mp h0)
  rw [hT] at hz
  exact (Matrix.toLin (Pi.basisFun ℝ ι) (Pi.basisFun ℝ ι)).map_eq_zero_iff.mp hz
```

The converse for many states needs a fact from linear algebra: a real matrix $Q$ with $Q^2=Q$ and $\operatorname{tr}Q=0$ is zero. Every vector splits as $x=Qx+(x-Qx)$, where $Q$ acts as the identity on the first part and annihilates the second. In a basis adapted to this splitting, $Q$ is diagonal with ones and zeros, so its trace is the dimension of its range. If that dimension is zero, $Q=0$.

The Mathlib device here is `LinearMap.IsProj`. The statement `hp` says that the linear map `T` belonging to `Q` sends every vector into its range and fixes every vector already there. This is all that a projection requires; it need not be orthogonal, and `Q` need not be symmetric. From `hp`, the expression `hp.trace` yields the equality of trace and dimension. The trace is a real number and the dimension a natural number, and `exact_mod_cast` passes between the two.

```lean
/-- For symmetric `V` and finitely many reference states with nonzero `⟨f_i, V f_i⟩`, the sum of
their separable terms is exact on all of them if and only if all couplings between states with
different indices vanish. -/
theorem sum_exact_iff {V : E →ₗ[ℝ] E} (hV : V.IsSymmetric) (f : ι → E)
    (hf : ∀ i, ⟪f i, V (f i)⟫_ℝ ≠ 0) :
    (∀ j, (∑ i, sepTerm V (f i)) (f j) = V (f j)) ↔
      ∀ i j, i ≠ j → ⟪f i, V (f j)⟫_ℝ = 0 := by
  classical
  refine ⟨fun h i j hij => ?_, fun h j =>
    sum_exact_of_uncoupled hV f j (hf j) fun i hij => h i j hij⟩
  let P : Matrix ι ι ℝ := Matrix.of fun i j => ⟪f i, V (f j)⟫_ℝ / ⟪f i, V (f i)⟫_ℝ
  -- exactness on all states makes the scaled coupling matrix idempotent
  have hP : P * P = P := by
    ext k l
    have hl := congrArg (fun x => ⟪f k, x⟫_ℝ) (h l)
    simp only [LinearMap.sum_apply, sepTerm_apply hV, inner_sum, inner_smul_right] at hl
    rw [Matrix.mul_apply]
    change ∑ i, ⟪f k, V (f i)⟫_ℝ / ⟪f k, V (f k)⟫_ℝ *
      (⟪f i, V (f l)⟫_ℝ / ⟪f i, V (f i)⟫_ℝ) = ⟪f k, V (f l)⟫_ℝ / ⟪f k, V (f k)⟫_ℝ
    rw [← hl, Finset.sum_div]
    exact Finset.sum_congr rfl fun i _ => by ring
  have hQ : (1 - P) * (1 - P) = 1 - P := by
    calc (1 - P) * (1 - P) = 1 - P - P + P * P := by noncomm_ring
      _ = 1 - P := by rw [hP]; abel
  -- its diagonal is one, so the complementary projection has trace zero
  have ht : (1 - P).trace = 0 := by
    refine Finset.sum_eq_zero fun i _ => ?_
    change (1 : Matrix ι ι ℝ) i i - ⟪f i, V (f i)⟫_ℝ / ⟪f i, V (f i)⟫_ℝ = 0
    rw [Matrix.one_apply_eq, div_self (hf i), sub_self]
  have e : (1 : Matrix ι ι ℝ) i j - ⟪f i, V (f j)⟫_ℝ / ⟪f i, V (f i)⟫_ℝ = 0 :=
    congrFun (congrFun (idempotent_eq_zero (1 - P) hQ ht) i) j
  rw [Matrix.one_apply_ne hij, zero_sub, neg_eq_zero] at e
  exact (div_eq_zero_iff.mp e).resolve_right (hf i)
```

The sum is exact on all reference states if and only if $\langle f_i,Vf_j\rangle=0$ for all $i\neq j$. Linear independence of the states is not assumed (for linearly dependent states both sides are false), and the $d_i$ may have either sign.

One direction is the preceding sufficiency result. For the other, define the scaled coupling matrix $P_{ij}=\langle f_i,Vf_j\rangle/d_i$. Exactness on $f_l$ reads

$$\sum_i P_{il}\,Vf_i=Vf_l .$$

Taking the inner product with $f_k$ and dividing by $d_k$ gives $\sum_iP_{ki}P_{il}=P_{kl}$, that is, $P^2=P$. This is `hP`. Then

$$(1-P)^2=1-2P+P^2=1-P ,$$

which is `hQ`. Each diagonal element is $P_{ii}=d_i/d_i=1$, so $\operatorname{tr}(1-P)=0$, which is `ht`. Hence $P=1$, and its off-diagonal elements, the scaled couplings, vanish. With a single reference state there are no couplings, and its one term is exact.

For separable pseudopotentials with several projectors per channel, a plain sum of terms built from one real symmetric $V$ therefore suits all reference states only if their coupling matrix is diagonal. The same criterion applies to the matrix of such a potential in a finite orthonormal orbital basis, as used in orbital-space quantum Monte Carlo, if the reference states lie in the span of the basis.

An application has to supply the reference states and `V`, which in the Kleinman–Bylander form is the channel's potential minus the local one. If `V` is unbounded, one needs a space that it maps into itself, or its matrix in a finite basis.

## Exactness on a single state

```lean
/-- For symmetric `V` with all `⟨f_i, V f_i⟩` positive, the sum of the separable terms is
exact on the single state `f_j` if and only if every other state is uncoupled from it. -/
theorem sum_exact_single_iff {V : E →ₗ[ℝ] E} (hV : V.IsSymmetric) (f : ι → E)
    (hf : ∀ i, 0 < ⟪f i, V (f i)⟫_ℝ) (j : ι) :
    (∑ i, sepTerm V (f i)) (f j) = V (f j) ↔ ∀ i, i ≠ j → ⟪f i, V (f j)⟫_ℝ = 0 := by
  classical
  refine ⟨fun h i hij => ?_, sum_exact_of_uncoupled hV f j (hf j).ne'⟩
  have hj := congrArg (fun x => ⟪f j, x⟫_ℝ) h
  simp only [LinearMap.sum_apply, sepTerm_apply hV, inner_sum, inner_smul_right] at hj
  have hs : ∑ i, ⟪f i, V (f j)⟫_ℝ ^ 2 / ⟪f i, V (f i)⟫_ℝ = ⟪f j, V (f j)⟫_ℝ := by
    rw [← hj]
    refine Finset.sum_congr rfl fun i _ => ?_
    have hc : ⟪f j, V (f i)⟫_ℝ = ⟪f i, V (f j)⟫_ℝ := by
      rw [← hV (f j) (f i), real_inner_comm]
    rw [hc]
    ring
  -- the term `i = j` exhausts the sum, so the other nonnegative terms vanish
  rw [← Finset.add_sum_erase _ _ (Finset.mem_univ j)] at hs
  have hd : ⟪f j, V (f j)⟫_ℝ ^ 2 / ⟪f j, V (f j)⟫_ℝ = ⟪f j, V (f j)⟫_ℝ := by
    rw [pow_two, mul_div_assoc, div_self (hf j).ne', mul_one]
  have h0 : ∑ i ∈ Finset.univ.erase j, ⟪f i, V (f j)⟫_ℝ ^ 2 / ⟪f i, V (f i)⟫_ℝ = 0 := by
    linarith
  have hi := (Finset.sum_eq_zero_iff_of_nonneg fun i _ =>
    div_nonneg (sq_nonneg _) (hf i).le).mp h0 i
      (Finset.mem_erase.mpr ⟨hij, Finset.mem_univ i⟩)
  exact pow_eq_zero_iff two_ne_zero |>.mp ((div_eq_zero_iff.mp hi).resolve_right (hf i).ne')
```

Suppose now that all $d_i$ are positive. Then exactness on the one state $f_j$ already forces all its couplings to vanish. Taking the inner product of $\sum_iK_{f_i}f_j=Vf_j$ with $f_j$, and using symmetry, gives

$$\sum_i\frac{\langle f_i,Vf_j\rangle^2}{d_i}=d_j ,$$

which is `hs`. The term $i=j$ is $d_j^2/d_j=d_j$ and exhausts the right-hand side. The other terms are nonnegative and add up to zero, so each vanishes, and with it each coupling. `Finset.add_sum_erase` separates the term $i=j$ from the rest. If all $d_i$ are negative, the same conclusion follows by applying the theorem to $-V$, since this replaces every $K_{f_i}$ by $-K_{f_i}$.

## Errors that cancel when the signs are mixed

```lean
/-- The indefinite potential `diag(1, -1)` on a two-dimensional orbital space. -/
noncomputable def mixedV : EuclideanSpace ℝ (Fin 2) →ₗ[ℝ] EuclideanSpace ℝ (Fin 2) where
  toFun x := !₂[x 0, -x 1]
  map_add' x y := by ext i; fin_cases i <;> simp [add_comm]
  map_smul' r x := by ext i; fin_cases i <;> simp
```

`mixedV` is $V=\operatorname{diag}(1,-1)$ on the plane. `Fin 2` numbers the components 0 and 1, and `!₂[...]` writes a vector by its components.

```lean
/-- Four reference states in the two-dimensional orbital space. -/
noncomputable def refs : Fin 4 → EuclideanSpace ℝ (Fin 2) :=
  ![!₂[1, 0], !₂[7, -2], !₂[7, -11], !₂[7, 13]]
```

The states are $f_0=(1,0)$, $f_1=(7,-2)$, $f_2=(7,-11)$ and $f_3=(7,13)$. No two of them are orthogonal, so they serve as an algebraic example and are not eigenstates of one Hamiltonian at different energies. Their denominators are $d_0=1$, $d_1=45$, $d_2=-72$ and $d_3=-120$. For the normalised states, the expectation values of $V$ are $1$, $45/53$, $-36/85$ and $-60/109$.

```lean
/-- For the symmetric potential `diag(1, -1)` and the four states `refs`, all denominators
are nonzero and the summed separable terms are exact on the first state, although it is
coupled to each of the others. -/
theorem single_exact_with_coupling :
    mixedV.IsSymmetric ∧ (∀ i, ⟪refs i, mixedV (refs i)⟫_ℝ ≠ 0) ∧
      (∑ i, sepTerm mixedV (refs i)) (refs 0) = mixedV (refs 0) ∧
      ∀ i, ⟪refs i, mixedV (refs 0)⟫_ℝ ≠ 0 := by
  have key : ∀ x y : EuclideanSpace ℝ (Fin 2), ⟪x, y⟫_ℝ = x 0 * y 0 + x 1 * y 1 := by
    intro x y
    simp [PiLp.inner_apply, Fin.sum_univ_two, mul_comm]
  have hV : mixedV.IsSymmetric := by
    intro x y
    rw [key, key]
    simp [mixedV]
  refine ⟨hV, fun i => ?_, ?_, fun i => ?_⟩
  · rw [key]
    fin_cases i <;> simp [mixedV, refs] <;> norm_num
  · rw [LinearMap.sum_apply]
    simp only [Fin.sum_univ_four, sepTerm_apply hV, key]
    ext i
    fin_cases i <;> simp [mixedV, refs] <;> norm_num
  · rw [key]
    fin_cases i <;> simp [mixedV, refs]

end AddedSeparableTerms
```

The theorem joins four claims by `∧`, "and": $V$ is symmetric, all denominators are nonzero, the sum is exact on $f_0$, and every $\langle f_i,Vf_0\rangle$ is nonzero. For $i=1,2,3$ this coupling is $7$, or $7/\sqrt{53}$, $7/\sqrt{170}$ and $7/\sqrt{218}$ after normalisation. The errors that the three extra terms make on $f_0$ nevertheless cancel:

$$7\left[\frac{(7,2)}{45}-\frac{(7,11)}{72}-\frac{(7,-13)}{120}\right]=\frac{7}{360}\,(56-35-21,\;16-55+39)=(0,0).$$

In Lean, `key` writes the inner product in components, `fin_cases` runs through the finitely many indices, and `simp` and `norm_num` do the arithmetic.

Nonzero denominators alone, which suffice for the one-state criterion with two projectors, thus do not suffice for an arbitrary number of them. By the criterion for all states, this sum must fail on at least one of $f_1,f_2,f_3$, so finding one reference state reproduced does not settle the others. Mixed signs are not enough for such a cancellation: the vectors $Vf_i$ of the other states must also be linearly dependent, as three vectors in a plane are. If they are linearly independent, exactness on one state forces its couplings to vanish whatever the signs of the $d_i$.

```lean
#print axioms AddedSeparableTerms.exact_left_iff_right
-- 'AddedSeparableTerms.exact_left_iff_right' depends on axioms: [propext, Classical.choice, Quot.sound]
#print axioms AddedSeparableTerms.sum_exact_iff
-- 'AddedSeparableTerms.sum_exact_iff' depends on axioms: [propext, Classical.choice, Quot.sound]
#print axioms AddedSeparableTerms.sum_exact_single_iff
-- 'AddedSeparableTerms.sum_exact_single_iff' depends on axioms: [propext, Classical.choice, Quot.sound]
#print axioms AddedSeparableTerms.single_exact_with_coupling
-- 'AddedSeparableTerms.single_exact_with_coupling' depends on axioms: [propext, Classical.choice, Quot.sound]
```
